# A one-particle move can lift a node of a Slater determinant of linearly independent orbitals exactly when the orbital matrix has rank N−1

Let \(N\) fermions at \(x=(x_0,\dots,x_{N-1})\) fill orbitals \(\varphi_0,\dots,\varphi_{N-1}\). A node is any configuration where their Slater determinant vanishes, including zeros forced by coinciding particles. When can moving a single particle make the determinant nonzero? For linearly independent orbitals, the answer is a condition on the rank of the matrix of orbital values.

The points \(x_i\) lie in a set `X`, which may be space or space with spin, and the orbitals take values in a field `K`, such as \(\mathbb R\) or \(\mathbb C\). Particles coincide when their points in `X` are equal; if `X` includes spin, this means the same position and the same spin. Neither continuity nor an inner product is assumed.

```lean
import Mathlib

open Matrix

namespace SlaterNodeLifting

variable {N : ℕ} {X K : Type*} [Field K]
```

Rows belong to particles and columns to orbitals: \(M_{ij}=\varphi_j(x_i)\).

```lean
/-- The orbital matrix of a configuration: row `i` holds the values of all orbitals at the
position of particle `i`. -/
def orbitalMatrix (φ : Fin N → X → K) (x : Fin N → X) : Matrix (Fin N) (Fin N) K :=
  Matrix.of fun i j => φ j (x i)
```

The determinant is \(D(x)=\det M\). For orthonormal orbitals the normalised wavefunction is \(D(x)/\sqrt{N!}\), with the same nodes.

```lean
/-- The unnormalised Slater determinant of the orbitals `φ` at the configuration `x`. -/
def slater (φ : Fin N → X → K) (x : Fin N → X) : K :=
  (orbitalMatrix φ x).det
```

A coefficient vector \(a\) defines the orbital \(\chi_a(y)=\sum_j\varphi_j(y)a_j\). Thus \((Ma)_i=\chi_a(x_i)\).

```lean
/-- The value at the point `y` of the superposition of the orbitals with coefficients `a`. -/
def superpose (φ : Fin N → X → K) (a : Fin N → K) (y : X) : K :=
  ∑ j, φ j y * a j
```

## Nodes as orbitals that vanish at every particle

For scalars \(s,t\), expanding the sum gives \(\chi_{sb-ta}(y)=s\chi_b(y)-t\chi_a(y)\).

```lean
/-- The value of a superposition is linear in its coefficients. -/
theorem superpose_sub_smul (φ : Fin N → X → K) (a b : Fin N → K) (s t : K) (y : X) :
    superpose φ (s • b - t • a) y = s * superpose φ b y - t * superpose φ a y := by
  simp only [superpose, Finset.mul_sum]
  rw [← Finset.sum_sub_distrib]
  refine Finset.sum_congr rfl fun j _ => ?_
  simp only [Pi.sub_apply, Pi.smul_apply, smul_eq_mul]
  ring
```

A square matrix is singular exactly when \(Mb=0\) for some \(b\neq0\). So \(D(x)=0\) exactly when some \(\chi_b\) with \(b\ne0\) vanishes at all particles. The proof reads Mathlib's singularity criterion component by component.

```lean
/-- A configuration is a node of the Slater determinant exactly when some superposition with
coefficients not all zero vanishes at the position of every particle. -/
theorem slater_eq_zero_iff (φ : Fin N → X → K) (x : Fin N → X) :
    slater φ x = 0 ↔ ∃ b : Fin N → K, b ≠ 0 ∧ ∀ i, superpose φ b (x i) = 0 := by
  unfold slater
  rw [← Matrix.exists_mulVec_eq_zero_iff]
  constructor
  · rintro ⟨b, hb, h⟩
    exact ⟨b, hb, fun i => congrFun h i⟩
  · rintro ⟨b, hb, h⟩
    exact ⟨b, hb, funext h⟩
```

Rank-nullity gives \(\operatorname{rank}M+\dim\ker M=N\). Rank \(N-1\) therefore means \(\dim\ker M=1\): there is an \(a\neq0\) with \(Ma=0\), and every other null vector is a multiple of it. Lean writes the condition as `rank + 1 = N`, avoiding truncated subtraction of natural numbers. In the proof, `omega` does the dimension count, and `finrank_eq_one_iff'` supplies the spanning vector.

```lean
/-- The orbital matrix has rank `N - 1` exactly when the coefficient vectors whose superpositions
vanish at all particles are the multiples of a single nonzero vector. -/
theorem rank_add_one_iff (φ : Fin N → X → K) (x : Fin N → X) :
    (orbitalMatrix φ x).rank + 1 = N ↔
      ∃ a : Fin N → K, a ≠ 0 ∧ (∀ i, superpose φ a (x i) = 0) ∧
        ∀ b : Fin N → K, (∀ i, superpose φ b (x i) = 0) → ∃ t : K, b = t • a := by
  -- rank-nullity turns the rank condition into a one-dimensional kernel
  have h : (orbitalMatrix φ x).rank +
      Module.finrank K (LinearMap.ker (orbitalMatrix φ x).mulVecLin) = N := by
    have h' := LinearMap.finrank_range_add_finrank_ker (orbitalMatrix φ x).mulVecLin
    rw [Module.finrank_fin_fun] at h'
    exact h'
  have e : (orbitalMatrix φ x).rank + 1 = N ↔
      Module.finrank K (LinearMap.ker (orbitalMatrix φ x).mulVecLin) = 1 := by omega
  rw [e, finrank_eq_one_iff']
  constructor
  · rintro ⟨v, hv, h1⟩
    refine ⟨v.1, fun h0 => hv (Subtype.ext h0),
      fun i => congrFun (LinearMap.mem_ker.1 v.2) i, fun b hb => ?_⟩
    obtain ⟨t, ht⟩ := h1 ⟨b, LinearMap.mem_ker.2 (funext hb)⟩
    exact ⟨t, (congrArg Subtype.val ht).symm⟩
  · rintro ⟨a, ha, haM, h1⟩
    refine ⟨⟨a, LinearMap.mem_ker.2 (funext haM)⟩,
      fun h0 => ha (congrArg Subtype.val h0), fun w => ?_⟩
    obtain ⟨t, ht⟩ := h1 w.1 fun i => congrFun (LinearMap.mem_ker.1 w.2) i
    exact ⟨t, Subtype.ext ht.symm⟩
```

## Which particle to move, and where

`Function.update x i y` puts particle \(i\) at \(y\) and leaves the others in place. If \(\chi_b\) vanishes at all old positions and at \(y\), it vanishes at all new positions. The two cases are the moved particle and the rest.

```lean
/-- A superposition that vanishes at all particles and at `y` still vanishes at all particles
after one of them is moved to `y`. -/
theorem superpose_move {φ : Fin N → X → K} {x : Fin N → X} {b : Fin N → K} {y : X}
    (hb : ∀ k, superpose φ b (x k) = 0) (hy : superpose φ b y = 0) (i k : Fin N) :
    superpose φ b (Function.update x i y k) = 0 := by
  by_cases hk : k = i
  · rw [hk, Function.update_self]
    exact hy
  · rw [Function.update_of_ne hk]
    exact hb k
```

At rank \(N-1\), take \(a\ne0\) with \(Ma=0\) and a row relation \(c\neq0\), meaning \(\sum_k c_k\varphi_j(x_k)=0\) for every \(j\), without complex conjugation. Then
\[
D(x\text{ with }x_i\to y)\neq0\iff c_i\neq0\ \text{and}\ \chi_a(y)\neq0 .
\]

If \(c_i=0\), the relation does not involve the changed row and survives the move. If \(\chi_a(y)=0\), then \(a\) remains a null vector. Either way the node persists.

Conversely, let both quantities be nonzero and suppose the new determinant vanishes. Some \(b\neq0\) then has \(\chi_b(y)=0\) and \(\chi_b(x_k)=0\) for \(k\neq i\). Exchanging sums,
\[
0=\sum_j b_j\sum_k c_k\varphi_j(x_k)=\sum_k c_k\chi_b(x_k)=c_i\chi_b(x_i),
\]
so \(\chi_b(x_i)=0\) and \(Mb=0\). The kernel is spanned by one vector \(v\), so \(a=sv\) and \(b=tv\). Since \(s\chi_v(y)\neq0\) and \(t\chi_v(y)=0\), we get \(t=0\), contradicting \(b\neq0\). In Lean, `Finset.sum_comm` exchanges the sums and `Finset.sum_eq_single` isolates particle \(i\).

```lean
/-- Selection rule at a configuration of rank `N - 1`: let the superposition `a ≠ 0` vanish at
all particles and let `c ≠ 0` be a linear relation between the rows of the orbital matrix.
Moving particle `i` to `y` makes the determinant nonzero exactly when `c i ≠ 0` and the
superposition `a` does not vanish at `y`. -/
theorem slater_move_ne_zero_iff {φ : Fin N → X → K} {x : Fin N → X} {a c : Fin N → K}
    (hr : (orbitalMatrix φ x).rank + 1 = N)
    (ha : a ≠ 0) (haM : ∀ k, superpose φ a (x k) = 0)
    (hc : c ≠ 0) (hcM : ∀ j, ∑ k, c k * φ j (x k) = 0) (i : Fin N) (y : X) :
    slater φ (Function.update x i y) ≠ 0 ↔ c i ≠ 0 ∧ superpose φ a y ≠ 0 := by
  constructor
  · intro h
    constructor
    · -- if `c i = 0`, the row relation survives the move
      intro hci
      apply h
      apply Matrix.exists_vecMul_eq_zero_iff.1
      refine ⟨c, hc, funext fun j => ?_⟩
      change ∑ k, c k * φ j (Function.update x i y k) = 0
      refine (Finset.sum_congr rfl fun k _ => ?_).trans (hcM j)
      by_cases hk : k = i
      · rw [hk, hci, zero_mul, zero_mul]
      · rw [Function.update_of_ne hk]
    · intro hay
      exact h ((slater_eq_zero_iff _ _).2 ⟨a, ha, superpose_move haM hay i⟩)
  · rintro ⟨hci, hay⟩ h0
    obtain ⟨b, hb, hbM⟩ := (slater_eq_zero_iff _ _).1 h0
    have hoff : ∀ k, k ≠ i → superpose φ b (x k) = 0 := fun k hk => by
      have h := hbM k
      rwa [Function.update_of_ne hk] at h
    have hby : superpose φ b y = 0 := by
      have h := hbM i
      rwa [Function.update_self] at h
    -- the row relation forces `b` to vanish at the old position of particle `i` too
    have hsum : ∑ k, c k * superpose φ b (x k) = 0 := by
      simp only [superpose, Finset.mul_sum]
      rw [Finset.sum_comm]
      refine Finset.sum_eq_zero fun j _ => ?_
      calc ∑ k, c k * (φ j (x k) * b j) = (∑ k, c k * φ j (x k)) * b j := by
            rw [Finset.sum_mul]
            exact Finset.sum_congr rfl fun k _ => by ring
        _ = 0 := by rw [hcM j, zero_mul]
    rw [Finset.sum_eq_single i (fun k _ hk => by rw [hoff k hk, mul_zero])
      (fun h => absurd (Finset.mem_univ i) h)] at hsum
    have hi := (mul_eq_zero.1 hsum).resolve_left hci
    have hall : ∀ k, superpose φ b (x k) = 0 := fun k => by
      by_cases hk : k = i
      · rw [hk]
        exact hi
      · exact hoff k hk
    -- `a` and `b` are multiples of the same vector, and `b` vanishes at `y`
    obtain ⟨v, -, -, hv⟩ := (rank_add_one_iff φ x).1 hr
    obtain ⟨s, hs⟩ := hv a haM
    obtain ⟨t, ht⟩ := hv b hall
    have hsmul : ∀ r : K, superpose φ (r • v) y = r * superpose φ v y := fun r => by
      have h := superpose_sub_smul φ v v r 0 y
      rwa [zero_smul, sub_zero, zero_mul, sub_zero] at h
    rw [hs, hsmul] at hay
    rw [ht, hsmul] at hby
    have ht0 := (mul_eq_zero.1 hby).resolve_right (right_ne_zero_of_mul hay)
    exact hb (by rw [ht, ht0, zero_smul])
```

## The rank criterion

Suppose a move of particle \(i\) to \(y\) lifts the node, and let \(Ma=0\) with \(a\neq0\). Then \(\chi_a(y)\neq0\), or \(a\) would remain a null vector. For any \(b\) with \(Mb=0\), set
\[
d=\chi_a(y)\,b-\chi_b(y)\,a .
\]
The orbital \(\chi_d\) vanishes at all old positions and at \(y\), so \(d=0\); otherwise the node would persist. Hence \(b=\frac{\chi_b(y)}{\chi_a(y)}a\), the kernel is one-dimensional, and the rank is \(N-1\).

Conversely, at rank \(N-1\) choose \(a\) and \(c\) as before, and \(i\) with \(c_i\neq0\). Linear independence says that no superposition with coefficients not all zero vanishes on all of `X`, so some \(y\) has \(\chi_a(y)\neq0\). The selection rule applies to this \(i\) and \(y\).

In the statement, `hφ` is linear independence and `hx` says that \(x\) is a node. The latter excludes \(N=0\), where the determinant is 1.

```lean
/-- For linearly independent orbitals at a node of the Slater determinant, moving one suitable
particle to a suitable point makes the determinant nonzero if and only if the orbital matrix
has rank `N - 1`. -/
theorem exists_move_iff_rank {φ : Fin N → X → K} (hφ : LinearIndependent K φ)
    {x : Fin N → X} (hx : slater φ x = 0) :
    (∃ i y, slater φ (Function.update x i y) ≠ 0) ↔ (orbitalMatrix φ x).rank + 1 = N := by
  constructor
  · rintro ⟨i, y, h⟩
    obtain ⟨a, ha, haM⟩ := (slater_eq_zero_iff _ _).1 hx
    have hs : superpose φ a y ≠ 0 := fun h0 =>
      h ((slater_eq_zero_iff _ _).2 ⟨a, ha, superpose_move haM h0 i⟩)
    refine (rank_add_one_iff φ x).2 ⟨a, ha, haM, fun b hb => ?_⟩
    -- this combination of `a` and `b` vanishes at all old positions and at `y`
    have hd : superpose φ a y • b - superpose φ b y • a = 0 := by
      by_contra hne
      refine h ((slater_eq_zero_iff _ _).2 ⟨_, hne, superpose_move (fun k => ?_) ?_ i⟩)
      · rw [superpose_sub_smul, hb k, haM k, mul_zero, mul_zero, sub_zero]
      · rw [superpose_sub_smul]
        ring
    refine ⟨superpose φ b y / superpose φ a y, funext fun k => ?_⟩
    have hk : superpose φ a y * b k - superpose φ b y * a k = 0 := congrFun hd k
    change b k = superpose φ b y / superpose φ a y * a k
    rw [div_mul_eq_mul_div, eq_div_iff hs]
    linear_combination hk
  · intro hr
    obtain ⟨a, ha, haM⟩ := (slater_eq_zero_iff _ _).1 hx
    obtain ⟨c, hc, hcM⟩ := Matrix.exists_vecMul_eq_zero_iff.2 hx
    obtain ⟨i, hi⟩ := Function.ne_iff.1 hc
    -- linear independence gives a point where the superposition `a` is nonzero
    have hy : ∃ y, superpose φ a y ≠ 0 := by
      by_contra hno
      push Not at hno
      refine ha (funext (Fintype.linearIndependent_iff.1 hφ a (funext fun y => ?_)))
      rw [Finset.sum_apply]
      exact (Finset.sum_congr rfl fun j _ => mul_comm (a j) (φ j y)).trans (hno y)
    obtain ⟨y, hy⟩ := hy
    exact ⟨i, y, (slater_move_ne_zero_iff hr ha haM hc (fun j => congrFun hcM j) i y).2
      ⟨hi, hy⟩⟩
```

For a single-determinant trial function in Monte Carlo sampling, this identifies the nodal configurations from which a single one-particle move can reach a nonzero determinant. The theorem allows a jump to any point of `X`; whether a given proposal step reaches a suitable \(y\) is a separate matter.

## Coinciding particles

If \(x_p=x_q\) with \(p\neq q\), rows \(p\) and \(q\) are equal, so \(c_p=1\), \(c_q=-1\), with all other entries zero, is a row relation. At rank \(N-1\), the selection rule then says that a move lifts the node exactly when it moves \(p\) or \(q\) to a point where \(\chi_a\neq0\). Lean checks the entries of \(c\) by cases.

```lean
/-- Let two particles `p` and `q` coincide at a configuration of rank `N - 1`, and let the
superposition `a ≠ 0` vanish at all particles. A one-particle move to `y` makes the determinant
nonzero exactly when it moves `p` or `q` and `a` does not vanish at `y`. -/
theorem pair_coincidence_move {φ : Fin N → X → K} {x : Fin N → X} {a : Fin N → K}
    (hr : (orbitalMatrix φ x).rank + 1 = N)
    (ha : a ≠ 0) (haM : ∀ k, superpose φ a (x k) = 0)
    {p q : Fin N} (hpq : p ≠ q) (hx : x p = x q) (i : Fin N) (y : X) :
    slater φ (Function.update x i y) ≠ 0 ↔ (i = p ∨ i = q) ∧ superpose φ a y ≠ 0 := by
  -- the row relation is "row p minus row q"
  have hc : (fun k : Fin N => (if k = p then (1 : K) else 0) - if k = q then 1 else 0) ≠ 0 := by
    intro h
    have h' := congrFun h p
    simp [hpq] at h'
  have hi : ((if i = p then (1 : K) else 0) - if i = q then 1 else 0) ≠ 0 ↔
      (i = p ∨ i = q) := by
    by_cases h1 : i = p
    · simp [h1, hpq]
    · by_cases h2 : i = q
      · simp [h2, hpq.symm]
      · simp [h1, h2]
  exact (slater_move_ne_zero_iff hr ha haM hc
    (fun j => by simp [sub_mul, Finset.sum_sub_distrib, hx]) i y).trans (and_congr hi Iff.rfl)
```

If three particles share a point, any single move leaves at least two of them there. Their rows are equal, so the determinant remains zero. This needs no assumption on rank or linear independence; the cases in the proof select an unmoved pair.

```lean
/-- If three different particles sit at the same point, the Slater determinant stays zero
under every move of a single particle. -/
theorem triple_coincidence_move (φ : Fin N → X → K) {x : Fin N → X} {p q r : Fin N}
    (hpq : p ≠ q) (hqr : q ≠ r) (hpr : p ≠ r) (h1 : x p = x q) (h2 : x q = x r)
    (i : Fin N) (y : X) : slater φ (Function.update x i y) = 0 := by
  -- two coinciding particles that are not moved give two equal rows
  have key : ∀ k l, k ≠ l → k ≠ i → l ≠ i → x k = x l →
      slater φ (Function.update x i y) = 0 := fun k l hkl hk hl h =>
    Matrix.det_zero_of_row_eq hkl (funext fun j => by
      change φ j (Function.update x i y k) = φ j (Function.update x i y l)
      rw [Function.update_of_ne hk, Function.update_of_ne hl, h])
  by_cases hp : p = i
  · exact key q r hqr (fun h => hpq (hp.trans h.symm)) (fun h => hpr (hp.trans h.symm)) h2
  · by_cases hq : q = i
    · exact key p r hpr hp (fun h => hqr (hq.trans h.symm)) (h1.trans h2)
    · exact key p q hpq hp hq h1

end SlaterNodeLifting
```

```lean
#print axioms SlaterNodeLifting.exists_move_iff_rank
#print axioms SlaterNodeLifting.pair_coincidence_move
#print axioms SlaterNodeLifting.triple_coincidence_move
```

```
'SlaterNodeLifting.exists_move_iff_rank' depends on axioms: [propext, Classical.choice, Quot.sound]
'SlaterNodeLifting.pair_coincidence_move' depends on axioms: [propext, Classical.choice, Quot.sound]
'SlaterNodeLifting.triple_coincidence_move' depends on axioms: [propext, Classical.choice, Quot.sound]
```
